# When one finite matrix Hamiltonian dominates another in imaginary time

An electron hops on a finite lattice in a magnetic field. In the simple model used here, which ignores the electron's spin, the field leaves the size of each hopping amplitude unchanged and multiplies it by a phase, so −t becomes −t·exp(iθ_xy), with t > 0. The imaginary-time propagator, a sum over hopping paths, then has contributions that can partly cancel. Without the field all contributions are positive, and one expects every entry to be at least as large as the modulus of the corresponding entry with the field.

The question here is which pairs of matrices obey such a bound. Let H be a complex matrix and K a real one, the comparison Hamiltonian (not a kinetic energy). Then

|exp(−sH)_xy| ≤ exp(−sK)_xy for all s ≥ 0 and all x, y

holds exactly when

Re H_xx ≥ K_xx for every x, and |H_xy| ≤ −K_xy for x ≠ y.

The lattice electron meets both conditions with equality, which gives a diamagnetic inequality for one particle on finitely many sites. Carrying it over to a Schrödinger operator in continuous space needs a separate limiting argument.

## Propagators and domination

```lean
import Mathlib

open Filter Topology Matrix NormedSpace
open scoped ComplexOrder

namespace SemigroupDomination

variable {n 𝕜 : Type*} [Fintype n] [DecidableEq n] [RCLike 𝕜]
```

The type `n` is the finite set of sites, or of basis states. The symbol `𝕜` stands for either the real or the complex numbers, so that one lemma can serve both K and H.

```lean
/-- The imaginary-time propagator `exp(-s A)` of a real or complex matrix `A`. -/
noncomputable def propagator (A : Matrix n n 𝕜) (s : ℝ) : Matrix n n 𝕜 :=
  NormedSpace.exp ((-s) • A)
```

`propagator A s` is exp(−sA), with ħ = 1 and s an imaginary time, measured in inverse energy. No symmetry of A is required.

```lean
/-- The propagator of `H` is dominated by that of `K`: at every imaginary time `s ≥ 0`,
each entry satisfies `|exp(-s H)_xy| ≤ exp(-s K)_xy`. -/
def Dominated (H : Matrix n n ℂ) (K : Matrix n n ℝ) : Prop :=
  ∀ s : ℝ, 0 ≤ s → ∀ x y, ‖propagator H s x y‖ ≤ propagator K s x y
```

`Dominated H K` is the bound in question. The bars `‖ ‖` around a complex number are its modulus. The bound forces the entries of exp(−sK) to be nonnegative.

```lean
/-- At imaginary time zero the propagator is the identity. -/
theorem propagator_zero (A : Matrix n n 𝕜) : propagator A 0 = 1 := by
  rw [propagator, neg_zero, zero_smul, NormedSpace.exp_zero]
```

At s = 0 nothing has evolved: exp(0) = 1.

## Short times and a shifted series

```lean
section Analysis

attribute [local instance] Matrix.linftyOpNormedRing Matrix.linftyOpNormedAlgebra

/-- At `s = 0` the entry `exp(-s A)_xy` has derivative `-A_xy` with respect to `s`. -/
theorem hasDerivAt_propagator (A : Matrix n n 𝕜) (x y : n) :
    HasDerivAt (fun s : ℝ => propagator A s x y) (-A x y) 0 := by
  have h : HasDerivAt (fun u : ℝ => NormedSpace.exp (u • (-A)))
      (NormedSpace.exp ((0 : ℝ) • (-A)) * (-A)) 0 := by
    apply hasDerivAt_exp_smul_const
  -- reading off one entry is a continuous linear map
  have h2 := (LinearMap.toContinuousLinearMap
    (Matrix.entryLinearMap ℝ 𝕜 x y)).hasFDerivAt.comp_hasDerivAt (0 : ℝ) h
  have hf : (fun s : ℝ => propagator A s x y) =
      fun s : ℝ => (NormedSpace.exp (s • (-A))) x y := by
    funext s
    rw [propagator, neg_smul, smul_neg]
  have hd : -A x y = (NormedSpace.exp ((0 : ℝ) • (-A)) * (-A)) x y := by
    rw [zero_smul, NormedSpace.exp_zero, one_mul, Matrix.neg_apply]
  rw [hf, hd]
  exact h2
```

`HasDerivAt f a 0` says that f has derivative a at 0. By hand,

d/ds exp(−sA) = exp(−sA)(−A), which at s = 0 equals −A.

In the proof, `h` is this matrix derivative, and `h2` reads off the entry x, y, which is allowed because taking an entry is linear and continuous. The matrix norm switched on above the theorem only supplies a notion of convergence.

```lean
/-- Expansion of the propagator about a constant energy `c`:
`exp(c s) exp(-s A)` is the sum of `s^k (c - A)^k / k!`, entry by entry. -/
theorem hasSum_propagator (A : Matrix n n 𝕜) (c s : ℝ) (x y : n) :
    HasSum (fun k : ℕ => ((k.factorial : ℝ)⁻¹ * s ^ k) •
      ((c • (1 : Matrix n n 𝕜) - A) ^ k) x y)
      (Real.exp (c * s) • propagator A s x y) := by
  have h1 : NormedSpace.exp ((c * s) • (1 : Matrix n n 𝕜)) =
      Real.exp (c * s) • (1 : Matrix n n 𝕜) := by
    rw [← Algebra.algebraMap_eq_smul_one, ← Algebra.algebraMap_eq_smul_one,
      Real.exp_eq_exp_ℝ]
    exact (algebraMap_exp_comm (c * s)).symm
  -- the constant energy commutes with `A` and factors out
  have h2 : NormedSpace.exp (s • (c • (1 : Matrix n n 𝕜) - A)) =
      Real.exp (c * s) • propagator A s := by
    have e : s • (c • (1 : Matrix n n 𝕜) - A) = (c * s) • 1 + (-s) • A := by module
    rw [e, Matrix.exp_add_of_commute _ _ ((Commute.one_left _).smul_left _), h1,
      smul_mul_assoc, one_mul, propagator]
  have hs : HasSum (fun k : ℕ => ((k.factorial : ℝ)⁻¹) •
      (s • (c • (1 : Matrix n n 𝕜) - A)) ^ k)
      (NormedSpace.exp (s • (c • (1 : Matrix n n 𝕜) - A))) :=
    NormedSpace.exp_series_hasSum_exp' (𝕂 := ℝ) _
  rw [h2] at hs
  have h3 := (LinearMap.toContinuousLinearMap (Matrix.entryLinearMap ℝ 𝕜 x y)).hasSum hs
  have hf : (fun k : ℕ => ((k.factorial : ℝ)⁻¹ * s ^ k) •
      ((c • (1 : Matrix n n 𝕜) - A) ^ k) x y) = fun k : ℕ =>
      (((k.factorial : ℝ)⁻¹) • (s • (c • (1 : Matrix n n 𝕜) - A)) ^ k) x y := by
    funext k
    rw [smul_pow, smul_smul, Matrix.smul_apply]
  rw [hf]
  exact h3

end Analysis
```

`HasSum` says that a series converges to the stated value. For a real constant c, the matrix c·1 commutes with A, so

exp(s(c − A)) = exp(cs) exp(−sA).

Expanding the left side and taking entries gives

exp(cs) exp(−sA)_xy = Σ_k (s^k / k!) [(c − A)^k]_xy.

The factorisation is `h2`, the matrix series is `hs`, and `h3` takes the entry.

The shift matters. Comparing the series in −H and −K directly would require |H_xx| ≤ −K_xx, which already fails for a positive on-site energy H_xx = K_xx. A large c repairs the diagonal when H_xx is real. If H_xx has a nonzero imaginary part and Re H_xx = K_xx, no real c gives |c − H_xx| ≤ c − K_xx, so the comparison below also allows a small extra shift ε on the side of K.

```lean
/-- If `|B_xy| ≤ C_xy` for all entries, the same bound holds between the powers of `B`
and `C`. -/
theorem norm_pow_apply_le {B : Matrix n n ℂ} {C : Matrix n n ℝ}
    (h : ∀ x y, ‖B x y‖ ≤ C x y) (k : ℕ) (x y : n) : ‖(B ^ k) x y‖ ≤ (C ^ k) x y := by
  induction k generalizing x y with
  | zero =>
    simp only [pow_zero, Matrix.one_apply]
    split_ifs <;> simp
  | succ k ih =>
    rw [pow_succ, pow_succ, Matrix.mul_apply, Matrix.mul_apply]
    refine (norm_sum_le _ _).trans (Finset.sum_le_sum fun z _ => ?_)
    rw [norm_mul]
    exact mul_le_mul (ih x z) (h z y) (norm_nonneg _) ((norm_nonneg _).trans (ih x z))
```

Suppose |B_xy| ≤ C_xy for all entries. For k = 0 both powers are the identity. If the bound holds for k, then

|(B^(k+1))_xy| ≤ Σ_z |(B^k)_xz| |B_zy| ≤ Σ_z (C^k)_xz C_zy = (C^(k+1))_xy.

The proof is this induction, with `norm_sum_le` as the triangle inequality.

```lean
/-- If `|(c - H)_xy| ≤ (c + ε - K)_xy` for all entries, then for `s ≥ 0` the propagator of
`H` is dominated by that of `K` up to the factor `exp(ε s)`. -/
theorem norm_propagator_le_of_shift {H : Matrix n n ℂ} {K : Matrix n n ℝ} {c ε s : ℝ}
    (hs : 0 ≤ s) (h : ∀ x y, ‖(c • (1 : Matrix n n ℂ) - H) x y‖ ≤
      ((c + ε) • (1 : Matrix n n ℝ) - K) x y) (x y : n) :
    ‖propagator H s x y‖ ≤ Real.exp (ε * s) * propagator K s x y := by
  have hH : HasSum (fun k : ℕ => ((k.factorial : ℝ)⁻¹ * s ^ k) •
      ((c • (1 : Matrix n n ℂ) - H) ^ k) x y)
      (Real.exp (c * s) • propagator H s x y) := hasSum_propagator H c s x y
  have hK : HasSum (fun k : ℕ => ((k.factorial : ℝ)⁻¹ * s ^ k) *
      (((c + ε) • (1 : Matrix n n ℝ) - K) ^ k) x y)
      (Real.exp ((c + ε) * s) * propagator K s x y) := hasSum_propagator K (c + ε) s x y
  -- compare the two series term by term
  have key := hH.norm_le_of_bounded hK (fun k => by
    have hk : 0 ≤ (k.factorial : ℝ)⁻¹ * s ^ k := by positivity
    rw [norm_smul, Real.norm_of_nonneg hk]
    exact mul_le_mul_of_nonneg_left (norm_pow_apply_le h k x y) hk)
  rw [norm_smul, Real.norm_of_nonneg (Real.exp_pos _).le, add_mul, Real.exp_add,
    mul_assoc] at key
  exact le_of_mul_le_mul_left key (Real.exp_pos _)
```

Take B = c − H and C = c + ε − K, and assume |B_xy| ≤ C_xy. Since s ≥ 0, the coefficients s^k/k! are nonnegative, and comparing the two series term by term gives

exp(cs) |exp(−sH)_xy| ≤ exp((c + ε)s) exp(−sK)_xy.

This is `key`. Dividing by exp(cs) leaves

|exp(−sH)_xy| ≤ exp(εs) exp(−sK)_xy.

## The criterion

```lean
/-- **Semigroup domination criterion.** For a complex matrix `H` and a real matrix `K`,
`|exp(-s H)_xy| ≤ exp(-s K)_xy` holds for all `s ≥ 0` and all `x, y` if and only if
`Re H_xx ≥ K_xx` for every `x` and `|H_xy| ≤ -K_xy` for all distinct `x, y`. -/
theorem dominated_iff (H : Matrix n n ℂ) (K : Matrix n n ℝ) :
    Dominated H K ↔
      (∀ x, K x x ≤ (H x x).re) ∧ ∀ x y, x ≠ y → ‖H x y‖ ≤ -K x y := by
  constructor
  · intro h
    -- compare difference quotients at `s = 0`
    have hH (x y : n) : HasDerivAt (fun s : ℝ => propagator H s x y) (-H x y) 0 :=
      hasDerivAt_propagator H x y
    have hK (x y : n) : HasDerivAt (fun s : ℝ => propagator K s x y) (-K x y) 0 :=
      hasDerivAt_propagator K x y
    refine ⟨fun x => ?_, fun x y hxy => ?_⟩
    · have key : (-H x x).re ≤ -K x x := by
        refine le_of_tendsto_of_tendsto
          ((Complex.continuous_re.tendsto _).comp (hH x x).tendsto_slope_zero_right)
          (hK x x).tendsto_slope_zero_right ?_
        filter_upwards [self_mem_nhdsWithin] with t ht
        have ht' : 0 < t := ht
        simp only [Function.comp_apply, zero_add, propagator_zero, Matrix.one_apply_eq,
          Complex.smul_re, Complex.sub_re, Complex.one_re, smul_eq_mul]
        exact mul_le_mul_of_nonneg_left (sub_le_sub_right (((le_abs_self _).trans
          (Complex.abs_re_le_norm _)).trans (h t ht'.le x x)) 1) (inv_nonneg.2 ht'.le)
      rw [Complex.neg_re] at key
      linarith
    · rw [← norm_neg]
      refine le_of_tendsto_of_tendsto (hH x y).tendsto_slope_zero_right.norm
        (hK x y).tendsto_slope_zero_right ?_
      filter_upwards [self_mem_nhdsWithin] with t ht
      have ht' : 0 < t := ht
      simp only [zero_add, propagator_zero, Matrix.one_apply_ne hxy, sub_zero, norm_smul,
        smul_eq_mul, Real.norm_of_nonneg (inv_nonneg.2 ht'.le)]
      exact mul_le_mul_of_nonneg_left (h t ht'.le x y) (inv_nonneg.2 ht'.le)
  · rintro ⟨hd, ho⟩ s hs x y
    have ht : Tendsto (fun ε : ℝ => Real.exp (ε * s) * propagator K s x y) (𝓝[>] 0)
        (𝓝 (propagator K s x y)) := by
      have hc : Continuous (fun ε : ℝ => Real.exp (ε * s) * propagator K s x y) := by
        fun_prop
      have h0 := (hc.tendsto 0).mono_left (nhdsWithin_le_nhds (s := Set.Ioi 0))
      simpa only [zero_mul, Real.exp_zero, one_mul] using h0
    refine ge_of_tendsto ht ?_
    filter_upwards [self_mem_nhdsWithin] with ε hε
    have hε' : 0 < ε := hε
    -- a constant energy large enough for every site
    let c : ℝ := ∑ z, (|(H z z).re| + (H z z).im ^ 2 / (2 * ε))
    refine norm_propagator_le_of_shift (c := c) hs (fun u v => ?_) x y
    by_cases huv : u = v
    · subst huv
      have hc : |(H u u).re| + (H u u).im ^ 2 / (2 * ε) ≤ c :=
        Finset.single_le_sum (f := fun z => |(H z z).re| + (H z z).im ^ 2 / (2 * ε))
          (fun z _ => by positivity) (Finset.mem_univ u)
      have hq : (H u u).im ^ 2 / (2 * ε) ≤ c - (H u u).re := by
        linarith [le_abs_self (H u u).re]
      have h0 : 0 ≤ c - (H u u).re := le_trans (by positivity) hq
      rw [div_le_iff₀ (by positivity)] at hq
      have hn : ‖(c : ℂ) - H u u‖ ≤ c - (H u u).re + ε := by
        refine (sq_le_sq₀ (norm_nonneg _) (by linarith)).1 ?_
        rw [Complex.sq_norm, Complex.normSq_apply]
        simp only [Complex.sub_re, Complex.sub_im, Complex.ofReal_re, Complex.ofReal_im]
        nlinarith [sq_nonneg ε]
      have e1 : (c • (1 : Matrix n n ℂ) - H) u u = (c : ℂ) - H u u := by
        simp [Matrix.sub_apply, Matrix.smul_apply]
      have e2 : ((c + ε) • (1 : Matrix n n ℝ) - K) u u = c + ε - K u u := by
        simp [Matrix.sub_apply, Matrix.smul_apply]
      rw [e1, e2]
      linarith [hd u]
    · simpa [Matrix.sub_apply, Matrix.smul_apply, Matrix.one_apply_ne huv] using ho u v huv
```

**From domination to the matrix entries.** For t > 0, here a short imaginary time, domination on the diagonal gives

(Re exp(−tH)_xx − 1)/t ≤ (exp(−tK)_xx − 1)/t.

As t → 0 this becomes −Re H_xx ≤ −K_xx. For x ≠ y the entries vanish at t = 0, so

|exp(−tH)_xy|/t ≤ exp(−tK)_xy/t

becomes |H_xy| ≤ −K_xy. In Lean, `tendsto_slope_zero_right` supplies the one-sided limits and `le_of_tendsto_of_tendsto` carries the inequality through them.

**From the matrix entries to domination.** Fix s ≥ 0 and ε > 0, and write H_xx = a + ib. Choose

c = Σ_z [ |Re H_zz| + (Im H_zz)²/(2ε) ].

All terms are nonnegative, so c − a ≥ b²/(2ε) ≥ 0. Hence

(c − a)² + b² ≤ (c − a)² + 2ε(c − a) ≤ (c − a + ε)²,

and taking roots, then using K_xx ≤ a,

|c − H_xx| ≤ c − a + ε ≤ c + ε − K_xx.

Off the diagonal the constants drop out, and the required bound is the hypothesis |H_xy| ≤ −K_xy. The previous lemma now gives domination up to exp(εs). The constant c depends on ε but is absent from that bound, so ε → 0 finishes the argument.

The code splits on `u = v` for the two kinds of entry; `hn` is the modulus estimate, and `ge_of_tendsto` takes the last limit.

```lean
/-- For a Hermitian `H` and a real matrix `K`, domination holds if and only if
`H_xx ≥ K_xx` for every `x` and `|H_xy| ≤ -K_xy` for all distinct `x, y`. -/
theorem dominated_iff_of_isHermitian {H : Matrix n n ℂ} (hH : H.IsHermitian)
    (K : Matrix n n ℝ) :
    Dominated H K ↔
      (∀ x, (K x x : ℂ) ≤ H x x) ∧ ∀ x y, x ≠ y → ‖H x y‖ ≤ -K x y := by
  have him (x : n) : (H x x).im = 0 := Complex.conj_eq_iff_im.1 (hH.apply x x)
  rw [dominated_iff]
  simp only [Complex.le_def, Complex.ofReal_re, Complex.ofReal_im, him, and_true]
```

A Hermitian H has real diagonal entries, so the condition is the familiar H_xx ≥ K_xx. K need not be symmetric.

Lean writes this as an inequality between complex numbers, which means that the real parts are ordered and the imaginary parts are equal. Using that notation for a general H would make the criterion wrong. On a single site with H = i and K = 0, domination holds because |exp(−is)| = 1, yet 0 ≤ i is false in this order. The general theorem therefore compares real parts.

## Wavefunctions and positive kernels

```lean
/-- Domination of the propagators is the same as pointwise domination of every evolved
wavefunction: `|(exp(-s H) ψ)_x| ≤ (exp(-s K) |ψ|)_x` for all `s ≥ 0`, `ψ` and `x`. -/
theorem dominated_iff_wavefunction (H : Matrix n n ℂ) (K : Matrix n n ℝ) :
    Dominated H K ↔ ∀ s : ℝ, 0 ≤ s → ∀ (ψ : n → ℂ) (x : n),
      ‖(propagator H s *ᵥ ψ) x‖ ≤ (propagator K s *ᵥ fun y => ‖ψ y‖) x := by
  constructor
  · intro h s hs ψ x
    change ‖∑ y, propagator H s x y * ψ y‖ ≤ ∑ y, propagator K s x y * ‖ψ y‖
    refine (norm_sum_le _ _).trans (Finset.sum_le_sum fun y _ => ?_)
    rw [norm_mul]
    exact mul_le_mul_of_nonneg_right (h s hs x y) (norm_nonneg _)
  · intro h s hs x y
    -- test on a particle localised at `y`
    have key := h s hs (Pi.single y 1) x
    have e : (fun z => ‖(Pi.single y 1 : n → ℂ) z‖) = Pi.single y 1 := by
      funext z
      by_cases hz : z = y
      · subst hz
        simp
      · simp [hz]
    rw [e, Matrix.mulVec_single_one, Matrix.mulVec_single_one] at key
    exact key
```

The symbol `*ᵥ` is a matrix acting on a vector, and ψ need not be normalised. Domination of the entries gives

|Σ_y exp(−sH)_xy ψ_y| ≤ Σ_y exp(−sK)_xy |ψ_y|.

Conversely, let ψ be 1 at site y and 0 elsewhere, written `Pi.single y 1`. Both sides then reduce to single entries, and the bound on wavefunctions returns the bound on propagators.

```lean
/-- All entries of `exp(-s K)` are nonnegative at every `s ≥ 0` if and only if all
off-diagonal entries of the real matrix `K` are nonpositive. -/
theorem propagator_nonneg_iff (K : Matrix n n ℝ) :
    (∀ s : ℝ, 0 ≤ s → ∀ x y, 0 ≤ propagator K s x y) ↔ ∀ x y, x ≠ y → K x y ≤ 0 := by
  constructor
  · intro h x y hxy
    have hK : HasDerivAt (fun s : ℝ => propagator K s x y) (-K x y) 0 :=
      hasDerivAt_propagator K x y
    have key : 0 ≤ -K x y := by
      refine ge_of_tendsto hK.tendsto_slope_zero_right ?_
      filter_upwards [self_mem_nhdsWithin] with t ht
      have ht' : 0 < t := ht
      simp only [zero_add, propagator_zero, Matrix.one_apply_ne hxy, sub_zero, smul_eq_mul]
      exact mul_nonneg (inv_nonneg.2 ht'.le) (h t ht'.le x y)
    linarith
  · intro h s hs x y
    -- `K` dominates its own diagonal part
    have hdom : Dominated (Matrix.diagonal fun z => (K z z : ℂ)) K := by
      refine (dominated_iff _ _).2 ⟨fun z => by simp, fun u v huv => ?_⟩
      rw [Matrix.diagonal_apply_ne _ huv, norm_zero]
      linarith [h u v huv]
    exact (norm_nonneg _).trans (hdom s hs x y)

end SemigroupDomination
```

This theorem concerns K alone: exp(−sK) has nonnegative entries at all s ≥ 0 exactly when K_xy ≤ 0 for x ≠ y. In one direction, exp(−tK)_xy/t ≥ 0 tends to −K_xy as t → 0. In the other, let D be the diagonal part of K. The criterion applies to D and K, since their diagonals agree and 0 ≤ −K_xy elsewhere, so

0 ≤ |exp(−sD)_xy| ≤ exp(−sK)_xy.

## Half a flux quantum through a triangle

Take one particle on three sites with zero on-site energy. Let K_xy = −t and H_xy = +t for x ≠ y, where t > 0 is again the hopping strength; H describes half a flux quantum through the triangle. A path-sampling calculation of Tr exp(−βH) at inverse temperature β can draw closed paths with the positive weights of K and attach a minus sign to each path with an odd number of hops. K has eigenvalues −2t, t, t and H has −t, −t, 2t, so the average sign is

Tr exp(−βH) / Tr exp(−βK) = (2e^(βt) + e^(−2βt)) / (e^(2βt) + 2e^(−βt)).

Summing the domination bound over the diagonal shows that this ratio is at most 1. For large βt it falls off as 2e^(−βt), which is the sign problem in a one-particle example.

```lean
#print axioms SemigroupDomination.dominated_iff_of_isHermitian
-- 'SemigroupDomination.dominated_iff_of_isHermitian' depends on axioms: [propext, Classical.choice, Quot.sound]
#print axioms SemigroupDomination.dominated_iff_wavefunction
-- 'SemigroupDomination.dominated_iff_wavefunction' depends on axioms: [propext, Classical.choice, Quot.sound]
#print axioms SemigroupDomination.propagator_nonneg_iff
-- 'SemigroupDomination.propagator_nonneg_iff' depends on axioms: [propext, Classical.choice, Quot.sound]
```
